# Two reflections in planes through the origin compose to a rotation by twice the angle between the normals

Take a mirror with normal b = (1, 0, 0) and a second with normal a = (1, 1, 0)/√2, both planes passing through the origin. The first reverses x. The second sends (x, y, z) to (−y, −x, z). One after the other they give

(x, y, z) → (−x, y, z) → (−y, x, z),

a quarter turn about the z axis. The normals are 45° apart and the turn is 90°, in the sense from b to a.

A molecule with two different symmetry planes therefore also has a rotation axis. The problem is to find the axis, angle and sense of rotation for any two planes. The mirror planes of a molecule thus give rotations in its point group, though not always all of them. The results here concern only real 3×3 matrices acting on positions, not orbitals or spinors. That both planes really are symmetry planes of the molecule, and pass through the chosen origin, has to be established separately.

## Mirrors and rotations in coordinates

```lean
import Mathlib

open Matrix

namespace TwoMirrors

noncomputable section
```

Vectors are functions `Fin 3 → ℝ`, with components numbered 0, 1, 2. Lean writes `⬝ᵥ` for the dot product, `⨯₃` for the cross product and `*ᵥ` for a matrix acting on a vector. The matrix `vecMulVec a a` is aaᵀ, and unit length is the hypothesis `a ⬝ᵥ a = 1`. Write M(a) for `mirror a`.

```lean
/-- The matrix `1 - 2 a aᵀ`; for a unit vector `a` it is the reflection in the plane through
the origin with normal `a`. -/
def mirror (a : Fin 3 → ℝ) : Matrix (Fin 3) (Fin 3) ℝ :=
  1 - (2 : ℝ) • vecMulVec a a
```

Write R(n, φ)x for `axisRotation n φ x`. It keeps the part of x along the unit vector n and turns the perpendicular part by φ in the right-handed sense. This definition makes no reference to mirrors.

```lean
/-- Rodrigues' formula: the vector `x` turned by the angle `φ` about the axis `n`, for a unit
vector `n`. -/
def axisRotation (n : Fin 3 → ℝ) (φ : ℝ) (x : Fin 3 → ℝ) : Fin 3 → ℝ :=
  Real.cos φ • x + Real.sin φ • (n ⨯₃ x) + ((1 - Real.cos φ) * (n ⬝ᵥ x)) • n
```

The angle below is between the normals and lies in [0, π]; the acute angle between the planes may be its supplement.

```lean
/-- The angle between two unit normals `a` and `b`. -/
def mirrorAngle (a b : Fin 3 → ℝ) : ℝ := Real.arccos (a ⬝ᵥ b)
```

The axis uses b × a, in that order, because in M(a)M(b) the mirror b acts first.

```lean
/-- The direction of the line in which two mirrors meet, `b × a` divided by the sine of the angle
between the normals; meant for unit normals `a` and `b` that are not parallel. -/
def mirrorAxis (a b : Fin 3 → ℝ) : Fin 3 → ℝ :=
  (Real.sin (mirrorAngle a b))⁻¹ • (b ⨯₃ a)
```

## (a) One mirror acting on a vector

Show that for all a and x

M(a)x = x − 2(a·x)a.

**Solution.** Component i of aaᵀx is Σⱼ aᵢaⱼxⱼ = (a·x)aᵢ. Subtracting twice this from xᵢ gives the claim. For unit a, the component along the normal changes sign.

```lean
/-- A mirror subtracts twice the component of `x` along `a`, for a unit vector `a`; the formula
itself holds for every `a`. -/
theorem mirror_mulVec (a x : Fin 3 → ℝ) :
    mirror a *ᵥ x = x - (2 * (a ⬝ᵥ x)) • a := by
  ext i
  fin_cases i <;>
    simp [mirror, Matrix.mulVec, dotProduct, Fin.sum_univ_three, vecMulVec_apply,
      Matrix.one_apply] <;> ring
```

The proof takes the three components in turn (`fin_cases i`), and `ring` compares the polynomials. Unit length is not needed.

## (b) The same mirror twice

Show that for unit a

M(a)M(a) = 1.

**Solution.** Let P = aaᵀ. Then P² = a(aᵀa)aᵀ = P, so

(1 − 2P)² = 1 − 4P + 4P² = 1.

```lean
/-- Reflecting twice in the same mirror, with unit normal `a`, changes nothing. -/
theorem mirror_mul_self {a : Fin 3 → ℝ} (ha : a ⬝ᵥ a = 1) : mirror a * mirror a = 1 := by
  -- the projector onto the normal is idempotent
  have hP : vecMulVec a a * vecMulVec a a = vecMulVec a a := by
    simp only [dotProduct, Fin.sum_univ_three] at ha
    ext i j
    simp only [Matrix.mul_apply, vecMulVec_apply, Fin.sum_univ_three]
    linear_combination a i * a j * ha
  simp only [mirror, sub_mul, mul_sub, one_mul, mul_one, smul_mul_assoc, mul_smul_comm, hP]
  module
```

Here `hP` is P² = P, obtained entry by entry by multiplying the unit-length equation by aᵢaⱼ. The tactic `module` then adds up the multiples of P.

## (c) The determinant of a mirror

Show that for unit a

det M(a) = −1.

**Solution.** Put p = a₀², q = a₁², r = a₂². Expanding the symmetric 3×3 determinant gives

(1 − 2p)(1 − 2q)(1 − 2r) − 16pqr − 4qr(1 − 2p) − 4pr(1 − 2q) − 4pq(1 − 2r).

The quadratic and cubic terms cancel, leaving 1 − 2(p + q + r) = 1 − 2 = −1.

```lean
/-- A mirror with unit normal has determinant `-1`. -/
theorem det_mirror {a : Fin 3 → ℝ} (ha : a ⬝ᵥ a = 1) : (mirror a).det = -1 := by
  have h : (mirror a).det = 1 - 2 * (a 0 * a 0 + a 1 * a 1 + a 2 * a 2) := by
    simp [Matrix.det_fin_three, mirror, vecMulVec_apply]
    ring
  simp only [dotProduct, Fin.sum_univ_three] at ha
  rw [h, ha]
  norm_num
```

The intermediate equation `h` is this expansion before unit length is used.

## (d) Four properties of the product

Let M = M(a)M(b) with a and b unit vectors. Show that M is orthogonal with determinant 1, and find its trace and a vector that it fixes:

MᵀM = 1, det M = 1, Mv = v for v = a × b, tr M = 4(a·b)² − 1.

**Solution.** Each mirror is symmetric, so by (b)

MᵀM = M(b)M(a)M(a)M(b) = M(b)M(b) = 1.

By (c), det M = (−1)(−1) = 1. The vector a × b is perpendicular to both normals, so by (a) each mirror leaves it unchanged. Multiplying out,

M = 1 − 2aaᵀ − 2bbᵀ + 4(a·b)abᵀ,

whose trace is 3 − 2 − 2 + 4(a·b)².

```lean
/-- For unit normals `a` and `b`, the product of the two mirrors is orthogonal, has determinant
`1`, fixes `a × b`, and has trace `4 (a·b)² - 1`. -/
theorem mirror_mul_mirror {a b : Fin 3 → ℝ} (ha : a ⬝ᵥ a = 1) (hb : b ⬝ᵥ b = 1) :
    (mirror a * mirror b)ᵀ * (mirror a * mirror b) = 1 ∧
    (mirror a * mirror b).det = 1 ∧
    (mirror a * mirror b) *ᵥ (a ⨯₃ b) = a ⨯₃ b ∧
    (mirror a * mirror b).trace = 4 * (a ⬝ᵥ b) ^ 2 - 1 := by
  refine ⟨?_, ?_, ?_, ?_⟩
  · -- each mirror is symmetric and its own inverse
    have hT : ∀ v : Fin 3 → ℝ, (mirror v)ᵀ = mirror v := by
      intro v
      have hv : (vecMulVec v v)ᵀ = vecMulVec v v := by
        ext i j
        simp only [Matrix.transpose_apply, vecMulVec_apply]
        ring
      rw [mirror, Matrix.transpose_sub, Matrix.transpose_one, Matrix.transpose_smul, hv]
    rw [Matrix.transpose_mul, hT, hT, mul_assoc, ← mul_assoc (mirror a), mirror_mul_self ha,
      one_mul, mirror_mul_self hb]
  · rw [Matrix.det_mul, det_mirror ha, det_mirror hb]
    norm_num
  · -- `a × b` lies in both mirror planes
    rw [← Matrix.mulVec_mulVec, mirror_mulVec b, dot_cross_self, mul_zero, zero_smul, sub_zero,
      mirror_mulVec a, dot_self_cross, mul_zero, zero_smul, sub_zero]
  · simp only [dotProduct, Fin.sum_univ_three] at ha hb
    simp [Matrix.trace_fin_three, Matrix.mul_apply, dotProduct, Fin.sum_univ_three, mirror,
      vecMulVec_apply, Matrix.one_apply]
    linear_combination -2 * ha - 2 * hb
```

The four claims are joined by `∧` and proved in this order. In the last, `linear_combination` uses the two unit-length equations to replace the traces of aaᵀ and bbᵀ by 1. Parallel normals are allowed: then M = 1 and a × b = 0.

## (e) The product without a chosen axis

The trace does not tell the sense of rotation. Put c = a·b and w = b × a, with a and b unit vectors, and show that

Mx = (2c² − 1)x + 2c w × x + 2(w·x)w.

**Solution.** Applying (a) twice gives

Mx = x − 2(b·x)b − 2(a·x)a + 4c(b·x)a.

For the right-hand side, the triple product rule gives

w × x = (b·x)a − (a·x)b, w × a = ca − b, w × b = a − cb.

Lagrange's identity gives w·w = 1 − c². Since w × (w × x) = (w·x)w − (w·w)x,

(w·x)w = (1 − c²)x + (b·x)(ca − b) − (a·x)(a − cb).

Inserting these, the coefficient of x is 2c² − 1 + 2 − 2c² = 1. The terms in b·x add up to (b·x)(4ca − 2b), and those in a·x to −2(a·x)a. This is Mx.

```lean
/-- The action of two mirrors with unit normals on a vector `x`, written with the cosine `a·b`
and the vector `b × a` only. -/
theorem mirrors_mulVec {a b : Fin 3 → ℝ} (ha : a ⬝ᵥ a = 1) (hb : b ⬝ᵥ b = 1)
    (x : Fin 3 → ℝ) :
    (mirror a * mirror b) *ᵥ x = (2 * (a ⬝ᵥ b) ^ 2 - 1) • x
      + (2 * (a ⬝ᵥ b)) • ((b ⨯₃ a) ⨯₃ x) + (2 * ((b ⨯₃ a) ⬝ᵥ x)) • (b ⨯₃ a) := by
  rw [← Matrix.mulVec_mulVec, mirror_mulVec, mirror_mulVec]
  simp only [dotProduct, Fin.sum_univ_three] at ha hb
  ext i
  simp only [Pi.add_apply, Pi.sub_apply, Pi.smul_apply, smul_eq_mul]
  fin_cases i <;> simp [cross_apply, dotProduct, Fin.sum_univ_three]
  · linear_combination (2 * (b 0 * x 0 + b 1 * x 1 + b 2 * x 2) * b 0
      - 2 * x 0 * (b 0 * b 0 + b 1 * b 1 + b 2 * b 2)) * ha
      + (2 * (a 0 * x 0 + a 1 * x 1 + a 2 * x 2) * a 0 - 2 * x 0) * hb
  · linear_combination (2 * (b 0 * x 0 + b 1 * x 1 + b 2 * x 2) * b 1
      - 2 * x 1 * (b 0 * b 0 + b 1 * b 1 + b 2 * b 2)) * ha
      + (2 * (a 0 * x 0 + a 1 * x 1 + a 2 * x 2) * a 1 - 2 * x 1) * hb
  · linear_combination (2 * (b 0 * x 0 + b 1 * x 1 + b 2 * x 2) * b 2
      - 2 * x 2 * (b 0 * b 0 + b 1 * b 1 + b 2 * b 2)) * ha
      + (2 * (a 0 * x 0 + a 1 * x 1 + a 2 * x 2) * a 2 - 2 * x 2) * hb
```

Lean also starts by applying (a) twice, but then compares components instead of using triple products. Each `linear_combination` lists the multiples of `ha` and `hb` that account for the difference.

## (f) Recognising Rodrigues' formula

Suppose that a and b are unit vectors with a·b = cos θ and b × a = sin θ n. Show that

Mx = R(n, 2θ)x.

**Solution.** Substitution in (e) gives

Mx = (2cos²θ − 1)x + 2 sin θ cos θ n × x + 2 sin²θ (n·x)n.

The coefficients are cos 2θ, sin 2θ and 1 − cos 2θ, as in Rodrigues' formula.

```lean
/-- If unit normals satisfy `a·b = cos θ` and `b × a = sin θ n`, the two mirrors act as
Rodrigues' formula with axis `n` and angle `2θ`. -/
theorem mirrors_eq_axisRotation {a b n : Fin 3 → ℝ} {θ : ℝ} (ha : a ⬝ᵥ a = 1)
    (hb : b ⬝ᵥ b = 1) (hc : a ⬝ᵥ b = Real.cos θ) (hw : b ⨯₃ a = Real.sin θ • n)
    (x : Fin 3 → ℝ) :
    (mirror a * mirror b) *ᵥ x = axisRotation n (2 * θ) x := by
  rw [mirrors_mulVec ha hb, hc, hw, axisRotation, Real.cos_two_mul, Real.sin_two_mul]
  ext i
  simp only [map_smul, LinearMap.smul_apply, smul_dotProduct, Pi.add_apply, Pi.smul_apply,
    smul_eq_mul]
  linear_combination 2 * (n ⬝ᵥ x) * n i * Real.sin_sq_add_cos_sq θ
```

The hypotheses `hc` and `hw` are the two assumed relations. Unit length of n is not assumed: it follows from them if sin θ ≠ 0, and otherwise n drops out. The final step uses sin²θ + cos²θ = 1.

## (g) Axis and angle from two given mirrors

Let a and b be unit vectors that are not parallel, θ = arccos(a·b) and n = (b × a)/sin θ. Show that

n·n = 1 and Mx = R(n, 2θ)x for every x.

**Solution.** With c and w as in (e), 1 − c² = w·w ≥ 0. Hence −1 ≤ c ≤ 1 and cos θ = c. Then sin²θ = 1 − c² = w·w, which is not zero because w ≠ 0. So n is well defined, n·n = w·w/sin²θ = 1, and sin θ n = b × a. Now (f) applies.

```lean
/-- Two mirrors with unit normals that are not parallel make a rotation about the unit vector
along `b × a`, by twice the angle between the normals. -/
theorem mirrors_rotate_by_twice_angle {a b : Fin 3 → ℝ} (ha : a ⬝ᵥ a = 1) (hb : b ⬝ᵥ b = 1)
    (hab : b ⨯₃ a ≠ 0) :
    mirrorAxis a b ⬝ᵥ mirrorAxis a b = 1 ∧
    ∀ x, (mirror a * mirror b) *ᵥ x
      = axisRotation (mirrorAxis a b) (2 * mirrorAngle a b) x := by
  -- Lagrange's identity bounds the cosine
  have hL : (b ⨯₃ a) ⬝ᵥ (b ⨯₃ a) = 1 - (a ⬝ᵥ b) ^ 2 := by
    rw [cross_dot_cross, ha, hb, dotProduct_comm b a]
    ring
  have h0 : 0 ≤ (b ⨯₃ a) ⬝ᵥ (b ⨯₃ a) :=
    Finset.sum_nonneg fun i _ => mul_self_nonneg ((b ⨯₃ a) i)
  have hcos : Real.cos (mirrorAngle a b) = a ⬝ᵥ b :=
    Real.cos_arccos (by nlinarith) (by nlinarith)
  have hsq : (b ⨯₃ a) ⬝ᵥ (b ⨯₃ a) = Real.sin (mirrorAngle a b) ^ 2 := by
    rw [hL, Real.sin_sq, hcos]
  have hs : Real.sin (mirrorAngle a b) ≠ 0 := by
    intro h
    rw [h] at hsq
    exact hab (dotProduct_self_eq_zero.mp (by rw [hsq]; norm_num))
  refine ⟨?_, fun x => mirrors_eq_axisRotation ha hb hcos.symm ?_ x⟩
  · simp only [mirrorAxis, smul_dotProduct, dotProduct_smul, smul_eq_mul, hsq]
    field_simp
  · exact (smul_inv_smul₀ hs (b ⨯₃ a)).symm
```

"Not parallel" is the hypothesis `hab : b ⨯₃ a ≠ 0`, which also excludes opposite normals. The steps `hL`, `hcos`, `hsq` and `hs` are Lagrange's identity, the cosine, the squared sine and the sine being nonzero. Replacing a by −a describes the same mirror: θ becomes π − θ and n becomes −n, which is the same rotation.

## (h) Two mirrors for a given rotation

Let n and b be perpendicular unit vectors, θ any real number and a = R(n, θ)b. Show that

R(n, 2θ)x = M(a)M(b)x.

**Solution.** Since n·b = 0,

a = cos θ b + sin θ n × b.

The vectors b and n × b are orthonormal, so a·a = cos²θ + sin²θ = 1 and a·b = cos θ. Also

b × (n × b) = (b·b)n − (b·n)b = n,

so b × a = sin θ n. These are the hypotheses of (f).

```lean
/-- Conversely, the rotation by `2θ` about a unit axis `n` is a product of two mirrors: the first
normal is any unit vector `b` perpendicular to `n`, the second is `b` turned by `θ` about `n`. -/
theorem axisRotation_eq_mirrors {n b : Fin 3 → ℝ} (hn : n ⬝ᵥ n = 1) (hb : b ⬝ᵥ b = 1)
    (hnb : n ⬝ᵥ b = 0) (θ : ℝ) (x : Fin 3 → ℝ) :
    axisRotation n (2 * θ) x = (mirror (axisRotation n θ b) * mirror b) *ᵥ x := by
  have hrot : axisRotation n θ b = Real.cos θ • b + Real.sin θ • (n ⨯₃ b) := by
    rw [axisRotation, hnb, mul_zero, zero_smul, add_zero]
  -- `b` and `n × b` are orthonormal, and `b × (n × b) = n`
  have h1 : b ⬝ᵥ (n ⨯₃ b) = 0 := dot_cross_self n b
  have h1' : (n ⨯₃ b) ⬝ᵥ b = 0 := by rw [dotProduct_comm, h1]
  have h2 : (n ⨯₃ b) ⬝ᵥ (n ⨯₃ b) = 1 := by
    rw [cross_dot_cross, hn, hb, hnb]
    ring
  have h3 : b ⨯₃ (n ⨯₃ b) = n := by
    simp only [dotProduct, Fin.sum_univ_three] at hb hnb
    ext i
    fin_cases i <;> simp [cross_apply]
    · linear_combination n 0 * hb - b 0 * hnb
    · linear_combination n 1 * hb - b 1 * hnb
    · linear_combination n 2 * hb - b 2 * hnb
  symm
  apply mirrors_eq_axisRotation _ hb
  · simp only [hrot, add_dotProduct, smul_dotProduct, smul_eq_mul, hb, h1']
    ring
  · simp only [hrot, map_add, map_smul, cross_self, smul_zero, zero_add, h3]
  · simp only [hrot, add_dotProduct, dotProduct_add, smul_dotProduct, dotProduct_smul,
      smul_eq_mul, hb, h1, h1', h2]
    linear_combination Real.sin_sq_add_cos_sq θ

end

end TwoMirrors
```

The facts `h1`, `h1'` and `h2` give orthonormality, and `h3` is the triple product. Applying `mirrors_eq_axisRotation` leaves the cosine, the cross product and the unit length of a to be checked, in that order. To obtain a rotation by φ, set θ = φ/2; any unit b perpendicular to the axis will do.

```lean
#print axioms TwoMirrors.mirror_mul_mirror
-- 'TwoMirrors.mirror_mul_mirror' depends on axioms: [propext, Classical.choice, Quot.sound]
#print axioms TwoMirrors.mirrors_rotate_by_twice_angle
-- 'TwoMirrors.mirrors_rotate_by_twice_angle' depends on axioms: [propext, Classical.choice, Quot.sound]
#print axioms TwoMirrors.axisRotation_eq_mirrors
-- 'TwoMirrors.axisRotation_eq_mirrors' depends on axioms: [propext, Classical.choice, Quot.sound]
```
